# The Hartree–Fock energy as a sum over successively added spin orbitals

In Hartree–Fock theory the electrons occupy spin orbitals, one in each, and antisymmetry pairs every Coulomb term with an exchange term of equal weight. An orbital then has no interaction with itself, and the energy can be built up one orbital at a time.

## Density, mean field and energy

Let $c_0,c_1,\dots$ be coefficient vectors in a finite spin-orbital basis, real or complex. With $h$ the one-electron matrix and $(pq|rs)$ the two-electron integrals, define

$$D_N=\sum_{i<N}c_ic_i^\dagger,\qquad G(D)_{pq}=\sum_{rs}D_{sr}\,[(pq|rs)-(ps|rq)],$$

$$F(D)=h+G(D),\qquad E(D)=\operatorname{tr}(hD)+\tfrac12\operatorname{tr}(G(D)D).$$

Assume $(pq|rs)=(rs|pq)$: the repulsion does not depend on which electron is called the first. Then

$$E(D_N)=\sum_{k<N}c_k^\dagger F(D_{k+1})\,c_k .$$

## Adding one orbital

For any densities $D$ and $D'$,

$$\operatorname{tr}(G(D)D')=\sum_{pqrs}D_{sr}D'_{qp}\,[(pq|rs)-(ps|rq)].$$

Exchanging $(p,q)$ with $(r,s)$ and using the symmetry of the integrals gives $\operatorname{tr}(G(D')D)$.

Now let $P=cc^\dagger$, so that $\operatorname{tr}(AP)=c^\dagger Ac$ for any matrix $A$. Integrals over orbitals are written $(uv|wx)=\sum_{pqrs}u_p^*v_q\,w_r^*x_s\,(pq|rs)$. For orbitals $a$ and $b$,

$$b^\dagger G(aa^\dagger)b=(bb|aa)-(ba|ab),$$

which vanishes for $a=b$. Hence $\operatorname{tr}(G(P)P)=0$. Since $G$ is additive,

$$\begin{aligned}E(D+P)-E(D)&=\operatorname{tr}(hP)+\tfrac12[\operatorname{tr}(G(D)P)+\operatorname{tr}(G(P)D)+\operatorname{tr}(G(P)P)]\\&=c^\dagger(h+G(D))c=c^\dagger F(D+P)c.\end{aligned}$$

Summing these increments from $E(0)=0$ proves the formula.

## Each pair once, or twice

Writing out $G(D_{k+1})$ gives

$$E(D_N)=\sum_{k<N}\Big(c_k^\dagger hc_k+\sum_{i<k}[(c_kc_k|c_ic_i)-(c_kc_i|c_ic_k)]\Big).$$

With the final Fock matrix throughout, the sum is instead

$$\sum_{k<N}c_k^\dagger F(D_N)c_k=\operatorname{tr}(F(D_N)D_N)=E(D_N)+\tfrac12\operatorname{tr}(G(D_N)D_N).$$

This is the double counting met when orbital energies are added up in a finite-basis Hartree–Fock calculation.

For $N=0$ both sides of the build-up formula are zero. For $N=1$ the energy is $c_0^\dagger hc_0$, without self-repulsion.

## Two sites with numbers

Take one spin orbital per site, $h=\operatorname{diag}(-5,-3)$, and repulsion $U=2$ between electrons on different sites. Let $c_0=(1,0)$ and $c_1=(0,1)$. Then $F(D_1)=\operatorname{diag}(-5,-1)$ and $F(D_2)=\operatorname{diag}(-3,-1)$. The build-up gives $-5-1=-6$, in agreement with $E(D_2)=-8+2$. The final Fock matrix alone gives $-3-1=-4$, too high by $U$.

## Reading the Lean statement

In `energy_eq_sum_buildUp`, `𝕜` is the real or complex field, `n` the finite set of basis labels, and `g p q r s` stands for $(pq|rs)$. The hypothesis `hg` is the electron-exchange symmetry; neither the rest of the eightfold symmetry nor any symmetry of `h` is needed. Counting starts at zero, so orbital `c k` meets `density c (k + 1)`, which includes it.

The vectors need not be orthonormal. For a normalised orbital, $c^\dagger Fc$ is the expectation value of the Fock operator. Reading $E(D_N)$ as the energy of a Slater determinant does require orthonormal orbitals. The orbitals are given and stay fixed: self-consistency and relaxation do not enter. What the docstrings call the total energy is the electronic energy $E$, without the repulsion between the nuclei.

```lean
import Mathlib

open Matrix

namespace HartreeFockBuildUp

noncomputable section

variable {𝕜 n : Type*} [RCLike 𝕜] [Fintype n]

/-- The density matrix `c c†` of a single spin orbital with coefficient vector `c`. -/
def orbProj (c : n → 𝕜) : Matrix n n 𝕜 := vecMulVec c (star c)

/-- The density matrix of the first `N` spin orbitals of a sequence. -/
def density (c : ℕ → n → 𝕜) (N : ℕ) : Matrix n n 𝕜 :=
  ∑ i ∈ Finset.range N, orbProj (c i)

/-- The mean field of a density matrix: Coulomb minus exchange, with `g p q r s = (pq|rs)`. -/
def meanField (g : n → n → n → n → 𝕜) (D : Matrix n n 𝕜) : Matrix n n 𝕜 :=
  Matrix.of fun p q => ∑ r, ∑ s, D s r * (g p q r s - g p s r q)

/-- The Fock matrix: one-electron part plus mean field. -/
def fock (h : Matrix n n 𝕜) (g : n → n → n → n → 𝕜) (D : Matrix n n 𝕜) : Matrix n n 𝕜 :=
  h + meanField g D

/-- The Hartree-Fock energy of a density matrix, with the factor one half on the interaction. -/
def energy (h : Matrix n n 𝕜) (g : n → n → n → n → 𝕜) (D : Matrix n n 𝕜) : 𝕜 :=
  Matrix.trace (h * D) + Matrix.trace (meanField g D * D) / 2

/-- The two-electron integral `(ab|cd)` over orbitals, from the integrals over basis functions. -/
def eri (g : n → n → n → n → 𝕜) (a b c d : n → 𝕜) : 𝕜 :=
  ∑ p, ∑ q, ∑ r, ∑ s, star (a p) * b q * star (c r) * d s * g p q r s

omit [Fintype n] in
/-- The density matrix of the first `N + 1` orbitals is that of the first `N` plus that of the
orbital `c N`. -/
lemma density_succ (c : ℕ → n → 𝕜) (N : ℕ) :
    density c (N + 1) = density c N + orbProj (c N) :=
  Finset.sum_range_succ _ _

/-- The mean field of a sum of density matrices is the sum of their mean fields. -/
lemma meanField_add (g : n → n → n → n → 𝕜) (D D' : Matrix n n 𝕜) :
    meanField g (D + D') = meanField g D + meanField g D' := by
  ext p q
  simp only [meanField, Matrix.of_apply, Matrix.add_apply, add_mul, Finset.sum_add_distrib]

/-- The trace of `A` times the one-orbital density matrix `c c†` is the quadratic form `c† A c`. -/
lemma trace_mul_orbProj (A : Matrix n n 𝕜) (c : n → 𝕜) :
    Matrix.trace (A * orbProj c) = star c ⬝ᵥ A *ᵥ c := by
  simp only [Matrix.trace, Matrix.diag_apply, Matrix.mul_apply, orbProj, vecMulVec_apply,
    Pi.star_apply, dotProduct, mulVec, Finset.mul_sum]
  refine Finset.sum_congr rfl fun p _ => Finset.sum_congr rfl fun q _ => ?_
  ring

/-- The interaction of one density with the mean field of another is the same with the
two densities interchanged. -/
theorem trace_meanField_comm (g : n → n → n → n → 𝕜)
    (hg : ∀ p q r s, g p q r s = g r s p q) (D D' : Matrix n n 𝕜) :
    Matrix.trace (meanField g D * D') = Matrix.trace (meanField g D' * D) := by
  -- interchange the index pairs of the two electrons
  have swap : ∀ f : n → n → n → n → 𝕜,
      ∑ p, ∑ q, ∑ r, ∑ s, f p q r s = ∑ p, ∑ q, ∑ r, ∑ s, f r s p q := by
    intro f
    have e := Finset.sum_comm (s := (Finset.univ : Finset (n × n)))
      (t := (Finset.univ : Finset (n × n))) (f := fun x y => f x.1 x.2 y.1 y.2)
    simpa only [Fintype.sum_prod_type] using e
  simp only [Matrix.trace, Matrix.diag_apply, Matrix.mul_apply, meanField, Matrix.of_apply,
    Finset.sum_mul]
  rw [swap]
  refine Finset.sum_congr rfl fun p _ => Finset.sum_congr rfl fun q _ =>
    Finset.sum_congr rfl fun r _ => Finset.sum_congr rfl fun s _ => ?_
  rw [hg r s p q, hg r q p s]
  ring

/-- For the mean field `G` of an orbital `a`, the quadratic form `b† G b` is the Coulomb integral
`(bb|aa)` minus the exchange integral `(ba|ab)`. -/
theorem meanField_orbital (g : n → n → n → n → 𝕜) (a b : n → 𝕜) :
    star b ⬝ᵥ meanField g (orbProj a) *ᵥ b = eri g b b a a - eri g b a a b := by
  have swap : ∀ f : n → n → n → 𝕜,
      ∑ q, ∑ r, ∑ s, f q r s = ∑ q, ∑ r, ∑ s, f s r q := by
    intro f
    calc ∑ q, ∑ r, ∑ s, f q r s = ∑ r, ∑ q, ∑ s, f q r s := Finset.sum_comm
      _ = ∑ r, ∑ q, ∑ s, f s r q := Finset.sum_congr rfl fun r _ => Finset.sum_comm
      _ = ∑ q, ∑ r, ∑ s, f s r q := Finset.sum_comm
  -- relabel the exchange integral so that it matches the mean field term by term
  have hK : eri g b a a b =
      ∑ p, ∑ q, ∑ r, ∑ s, star (b p) * a s * star (a r) * b q * g p s r q := by
    unfold eri
    exact Finset.sum_congr rfl fun p _ =>
      swap (fun q r s => star (b p) * a q * star (a r) * b s * g p q r s)
  rw [hK]
  simp only [eri, dotProduct, mulVec, meanField, Matrix.of_apply, orbProj, vecMulVec_apply,
    Pi.star_apply, Finset.mul_sum, Finset.sum_mul, ← Finset.sum_sub_distrib]
  refine Finset.sum_congr rfl fun p _ => Finset.sum_congr rfl fun q _ =>
    Finset.sum_congr rfl fun r _ => Finset.sum_congr rfl fun s _ => ?_
  ring

/-- Adding the density matrix of one orbital `c` to any density changes the energy by `c† F c`, with
`F` the Fock matrix of the enlarged density. -/
theorem energy_add_orbital (h : Matrix n n 𝕜) (g : n → n → n → n → 𝕜)
    (hg : ∀ p q r s, g p q r s = g r s p q) (D : Matrix n n 𝕜) (c : n → 𝕜) :
    energy h g (D + orbProj c) =
      energy h g D + star c ⬝ᵥ fock h g (D + orbProj c) *ᵥ c := by
  have hs := trace_meanField_comm g hg D (orbProj c)
  -- Coulomb and exchange cancel for an orbital with itself
  have hz : Matrix.trace (meanField g (orbProj c) * orbProj c) = 0 := by
    rw [trace_mul_orbProj, meanField_orbital, sub_self]
  rw [← trace_mul_orbProj]
  simp only [energy, fock, meanField_add, Matrix.mul_add, Matrix.add_mul, Matrix.trace_add]
  linear_combination (-1 / 2 : 𝕜) * hs - (1 / 2 : 𝕜) * hz

/-- Sequential build-up: the total energy is the sum of the terms `c† F c` over the orbitals, each
taken with the Fock matrix `F` of the orbitals up to and including itself. -/
theorem energy_eq_sum_buildUp (h : Matrix n n 𝕜) (g : n → n → n → n → 𝕜)
    (hg : ∀ p q r s, g p q r s = g r s p q) (c : ℕ → n → 𝕜) (N : ℕ) :
    energy h g (density c N) =
      ∑ k ∈ Finset.range N, star (c k) ⬝ᵥ fock h g (density c (k + 1)) *ᵥ c k := by
  induction N with
  | zero => simp [energy, density]
  | succ N ih =>
    rw [Finset.sum_range_succ, ← ih, density_succ c N]
    exact energy_add_orbital h g hg _ _

/-- For the mean field `G` of the first `N` orbitals, the quadratic form `b† G b` is the sum of the
Coulomb minus exchange integrals of `b` with each of them. -/
lemma meanField_density (g : n → n → n → n → 𝕜) (c : ℕ → n → 𝕜) (b : n → 𝕜) (N : ℕ) :
    star b ⬝ᵥ meanField g (density c N) *ᵥ b =
      ∑ i ∈ Finset.range N, (eri g b b (c i) (c i) - eri g b (c i) (c i) b) := by
  induction N with
  | zero =>
    have h0 : meanField g (density c 0) = 0 := by
      ext p q
      simp [meanField, density]
    simp [h0]
  | succ N ih =>
    rw [density_succ, meanField_add, Matrix.add_mulVec, dotProduct_add, ih,
      meanField_orbital, Finset.sum_range_succ]

/-- The total energy is the sum of the one-electron terms `c† h c` and of Coulomb minus exchange
over the pairs `i < k`, each pair counted once. -/
theorem energy_eq_sum_pairs (h : Matrix n n 𝕜) (g : n → n → n → n → 𝕜)
    (hg : ∀ p q r s, g p q r s = g r s p q) (c : ℕ → n → 𝕜) (N : ℕ) :
    energy h g (density c N) =
      ∑ k ∈ Finset.range N, (star (c k) ⬝ᵥ h *ᵥ c k +
        ∑ i ∈ Finset.range k,
          (eri g (c k) (c k) (c i) (c i) - eri g (c k) (c i) (c i) (c k))) := by
  rw [energy_eq_sum_buildUp h g hg]
  refine Finset.sum_congr rfl fun k _ => ?_
  rw [fock, Matrix.add_mulVec, dotProduct_add, meanField_density, Finset.sum_range_succ]
  simp only [sub_self, add_zero]

/-- With the final Fock matrix `F` used for every orbital, the sum of the terms `c† F c` equals the
total energy plus the interaction energy. -/
theorem sum_final_fock (h : Matrix n n 𝕜) (g : n → n → n → n → 𝕜) (c : ℕ → n → 𝕜) (N : ℕ) :
    ∑ k ∈ Finset.range N, star (c k) ⬝ᵥ fock h g (density c N) *ᵥ c k =
      energy h g (density c N) +
        Matrix.trace (meanField g (density c N) * density c N) / 2 := by
  have hs : ∀ A : Matrix n n 𝕜, ∑ k ∈ Finset.range N, star (c k) ⬝ᵥ A *ᵥ c k =
      Matrix.trace (A * density c N) := by
    intro A
    simp only [density, Finset.mul_sum, Matrix.trace_sum, trace_mul_orbProj]
  rw [hs]
  simp only [fock, energy, Matrix.add_mul, Matrix.trace_add]
  ring

/-- Two-electron integrals of a repulsion `U` between electrons on two different sites. -/
def siteRepulsion (U : ℝ) (p q r s : Fin 2) : ℝ :=
  if p = q ∧ r = s ∧ p ≠ r then U else 0

/-- The two-site repulsion is symmetric under exchange of the electrons and of the first two
indices, and the pair of site orbitals has Coulomb minus exchange equal to `U`. -/
theorem siteRepulsion_witness (U : ℝ) :
    (∀ p q r s, siteRepulsion U p q r s = siteRepulsion U r s p q) ∧
    (∀ p q r s, siteRepulsion U p q r s = siteRepulsion U q p r s) ∧
    eri (siteRepulsion U) ![0, 1] ![0, 1] ![1, 0] ![1, 0] -
      eri (siteRepulsion U) ![0, 1] ![1, 0] ![1, 0] ![0, 1] = U := by
  refine ⟨?_, ?_, ?_⟩
  · intro p q r s
    fin_cases p <;> fin_cases q <;> fin_cases r <;> fin_cases s <;> simp [siteRepulsion]
  · intro p q r s
    fin_cases p <;> fin_cases q <;> fin_cases r <;> fin_cases s <;> simp [siteRepulsion]
  · simp [eri, siteRepulsion, Fin.sum_univ_two]

end

end HartreeFockBuildUp
```

```lean
#print axioms HartreeFockBuildUp.energy_eq_sum_buildUp
#print axioms HartreeFockBuildUp.energy_eq_sum_pairs
#print axioms HartreeFockBuildUp.sum_final_fock
```

```
'HartreeFockBuildUp.energy_eq_sum_buildUp' depends on axioms: [propext, Classical.choice, Quot.sound]
'HartreeFockBuildUp.energy_eq_sum_pairs' depends on axioms: [propext, Classical.choice, Quot.sound]
'HartreeFockBuildUp.sum_final_fock' depends on axioms: [propext, Classical.choice, Quot.sound]
```

## How the proof runs

`density_succ`, `meanField_add` and `trace_mul_orbProj` supply the growth of $D_N$, the additivity of $G$ and the trace rule. In `trace_meanField_comm`, the local `swap` exchanges the two electrons' index pairs, and `hg` restores the integrals. In `meanField_orbital`, another `swap` relabels the exchange sum to match the mean field term by term.

`energy_add_orbital` is the one-orbital step. Its `linear_combination` combines the symmetry of the interaction, `hs`, with the vanishing self-interaction, `hz`. Induction on `N` then gives `energy_eq_sum_buildUp`.

For the pair formula, `meanField_density` expands the mean field over the orbitals, and `sub_self` removes the term $i=k$. `sum_final_fock` turns the sum into a trace and needs no integral symmetry. Finally, `siteRepulsion_witness` checks that the two-site integrals satisfy `hg` and that their pair energy is `U`, so the hypothesis allows a non-zero interaction.
